# Grüneisen sum rule for an equal-mass chain with alternating constant and volume-dependent springs

Take two masses $m$ joined by two springs in parallel, a constant one $K$ and one $k(V)=k_0V^{-2g}$ that depends on the volume $V$. Their relative vibration has $\omega^2=2(K+k)/m$. Since $V\,dk/dV=-2gk$, its Grüneisen parameter is

$$\gamma=-\frac{V}{\omega}\frac{d\omega}{dV}=-\frac{V}{2(K+k)}\frac{dk}{dV}=\frac{gk}{K+k}.$$

Without $K$ it would be $g$. The constant spring dilutes the response to volume, and a stiff one nearly removes it.

A molecular crystal has both kinds of spring: stiff bonds inside the molecules and soft contacts between them. In a chain of equal masses where $K$ and $k$ alternate, each phase $q$ per two-atom cell has an optical and an acoustic mode. For positive $m,K,k_0,V$ and $0<q<\pi$, their two Grüneisen parameters add up to $g$, however the response is divided between them.

```lean
import Mathlib

open Filter Topology

namespace AlternatingChainGrueneisen

noncomputable section
```

## The chain and its two frequencies

The power law is a postulate: $g$ is the Grüneisen parameter that a contact would have if it acted alone, and $k_0$ sets its stiffness at $V=1$ in the chosen units. Keeping $K$ constant idealises a bond that hardly responds to compression.

```lean
/-- The volume-dependent spring constant `k(V) = k₀ V^(-2g)`, for `V > 0`. -/
def softSpring (k₀ g V : ℝ) : ℝ := k₀ * V ^ (-2 * g)
```

Let cell $n$ contain the displacements $u_n,v_n$, joined by $K$, and let $k$ join $v_n$ to $u_{n+1}$. Then

$$m\ddot u_n=-K(u_n-v_n)-k(u_n-v_{n-1}),$$

$$m\ddot v_n=-K(v_n-u_n)-k(v_n-u_{n+1}).$$

A wave that gains the phase $q$ per two-atom cell turns these into an eigenvalue problem for $\omega^2$ with the matrix below. This passage from the equations of motion is made here in prose; the Lean development starts from the matrix.

```lean
/-- The Bloch dynamical matrix at phase `q` of a chain of equal masses `m ≠ 0` joined by
alternating springs `K` and `k`. -/
def bloch (m K k q : ℝ) : Matrix (Fin 2) (Fin 2) ℂ :=
  !![((K : ℂ) + k) / m, -(((K : ℂ) + k * Complex.exp (-(q : ℂ) * Complex.I)) / m);
     -(((K : ℂ) + k * Complex.exp ((q : ℂ) * Complex.I)) / m), ((K : ℂ) + k) / m]
```

The off-diagonal entries have modulus $R/m$, where

$$R=|K+ke^{iq}|=\sqrt{K^2+k^2+2Kk\cos q}.$$

Lean calls $R$ `splitting`, although the two squared frequencies differ by $2R/m$.

```lean
/-- The modulus `√(K² + k² + 2Kk cos q)` of the coupling between the two sublattices. -/
def splitting (K k q : ℝ) : ℝ := Real.sqrt (K ^ 2 + k ^ 2 + 2 * K * k * Real.cos q)
```

The frequencies are $\omega_s=\sqrt{(K+k+sR)/m}$, with $s=1$ for the optical branch and $s=-1$ for the acoustic one.

```lean
/-- The frequency of a branch of the chain, for positive mass and springs: optical for `s = 1`,
acoustic for `s = -1`. -/
def freq (s m K k q : ℝ) : ℝ := Real.sqrt ((K + k + s * splitting K k q) / m)
```

The Grüneisen parameter is defined through the derivative of a frequency with respect to $V$, not through a formula chosen in advance.

```lean
/-- The mode Grüneisen parameter `-(V/ω) dω/dV` of a frequency `ω(V)`, where `ω` is
differentiable and nonzero at `V`. -/
def grueneisen (ω : ℝ → ℝ) (V : ℝ) : ℝ := -(V * deriv ω V / ω V)
```

For the chain, this derivative is taken at fixed $q$, $m$ and $K$, so that $V$ enters only through $k$.

```lean
/-- The Grüneisen parameter of branch `s` of the chain at phase `q`, when only the spring
`k(V)` depends on volume; its domain is `m ≠ 0`, `V > 0` and a differentiable, nonzero
branch frequency. -/
def chainGamma (s m K k₀ g q V : ℝ) : ℝ :=
  grueneisen (fun W => freq s m K (softSpring k₀ g W) q) V
```

The radicand in $R$ equals $(K-k)^2+2Kk(1+\cos q)$, which is nonnegative. Squaring the root therefore returns it.

```lean
theorem splitting_sq {K k : ℝ} (hK : 0 < K) (hk : 0 < k) (q : ℝ) :
    splitting K k q ^ 2 = K ^ 2 + k ^ 2 + 2 * K * k * Real.cos q := by
  have hc : 0 ≤ 1 + Real.cos q := by linarith [Real.neg_one_le_cos q]
  exact Real.sq_sqrt (by nlinarith [sq_nonneg (K - k), mul_nonneg (mul_pos hK hk).le hc])
```

With $x$ standing for $\omega^2$, the secular determinant is

$$\left(x-\frac{K+k}{m}\right)^2-\frac{R^2}{m^2}=(x-\omega_+^2)(x-\omega_-^2).$$

Because $R\le K+k$, both roots are nonnegative and are the squares of the frequencies defined above. The proof expands the $2\times2$ determinant and uses $e^{iq}e^{-iq}=1$ and $e^{iq}+e^{-iq}=2\cos q$.

```lean
/-- For positive mass and springs, the squared optical and acoustic frequencies are the two
roots of the secular determinant of the Bloch matrix. -/
theorem secular_determinant {m K k : ℝ} (hm : 0 < m) (hK : 0 < K) (hk : 0 < k)
    (q : ℝ) (x : ℂ) :
    (x • (1 : Matrix (Fin 2) (Fin 2) ℂ) - bloch m K k q).det =
      (x - (freq 1 m K k q : ℂ) ^ 2) * (x - (freq (-1) m K k q : ℂ) ^ 2) := by
  have hR0 : 0 ≤ splitting K k q := Real.sqrt_nonneg _
  have hR1 : splitting K k q ≤ K + k := Real.sqrt_le_iff.2
    ⟨by positivity, by nlinarith [mul_pos hK hk, Real.cos_le_one q]⟩
  have hp : freq 1 m K k q ^ 2 = (K + k + 1 * splitting K k q) / m :=
    Real.sq_sqrt (div_nonneg (by linarith) hm.le)
  have hn : freq (-1) m K k q ^ 2 = (K + k + (-1) * splitting K k q) / m :=
    Real.sq_sqrt (div_nonneg (by linarith) hm.le)
  have hR : (splitting K k q : ℂ) ^ 2 =
      (K : ℂ) ^ 2 + (k : ℂ) ^ 2 + 2 * K * k * Complex.cos q := by
    exact_mod_cast congrArg (fun r : ℝ => (r : ℂ)) (splitting_sq hK hk q)
  -- the two Bloch phases have product 1 and sum 2 cos q
  have he : Complex.exp ((q : ℂ) * Complex.I) * Complex.exp (-(q : ℂ) * Complex.I) = 1 := by
    rw [← Complex.exp_add]; simp
  have hc : Complex.exp ((q : ℂ) * Complex.I) + Complex.exp (-(q : ℂ) * Complex.I) =
      2 * Complex.cos q := by
    simp only [Complex.cos]; ring
  have h00 : (x • (1 : Matrix (Fin 2) (Fin 2) ℂ) - bloch m K k q) 0 0 =
      x - ((K : ℂ) + k) / m := by simp [bloch]
  have h11 : (x • (1 : Matrix (Fin 2) (Fin 2) ℂ) - bloch m K k q) 1 1 =
      x - ((K : ℂ) + k) / m := by simp [bloch]
  have h01 : (x • (1 : Matrix (Fin 2) (Fin 2) ℂ) - bloch m K k q) 0 1 =
      ((K : ℂ) + k * Complex.exp (-(q : ℂ) * Complex.I)) / m := by simp [bloch]
  have h10 : (x • (1 : Matrix (Fin 2) (Fin 2) ℂ) - bloch m K k q) 1 0 =
      ((K : ℂ) + k * Complex.exp ((q : ℂ) * Complex.I)) / m := by simp [bloch]
  rw [Matrix.det_fin_two, h00, h11, h01, h10, ← Complex.ofReal_pow, ← Complex.ofReal_pow,
    hp, hn]
  push_cast
  linear_combination (hR - (k : ℂ) ^ 2 * he - (K : ℂ) * k * hc) / (m : ℂ) ^ 2
```

For $0<q<\pi$ the inequalities are strict. The radicand is positive because $1+\cos q>0$, and

$$(K+k)^2-R^2=2Kk(1-\cos q)>0.$$

Hence $R$ and both frequencies are positive, as the derivatives and quotients below require.

```lean
/-- For positive mass and springs and `0 < q < π`, the sublattice coupling and both branch
frequencies are positive. -/
theorem branches_pos {m K k q : ℝ} (hm : 0 < m) (hK : 0 < K) (hk : 0 < k)
    (hq : 0 < q) (hq' : q < Real.pi) :
    0 < splitting K k q ∧ 0 < freq 1 m K k q ∧ 0 < freq (-1) m K k q := by
  have hs := pow_pos (Real.sin_pos_of_pos_of_lt_pi hq hq') 2
  have hc : Real.cos q ^ 2 < 1 := by linarith [Real.sin_sq_add_cos_sq q]
  have h1 : 0 < 1 - Real.cos q := by nlinarith
  have h2 : 0 < 1 + Real.cos q := by nlinarith
  have hR : 0 < splitting K k q := Real.sqrt_pos.2
    (by nlinarith [sq_nonneg (K - k), mul_pos (mul_pos hK hk) h2])
  have hR1 : splitting K k q < K + k := (Real.sqrt_lt' (by positivity)).2
    (by nlinarith [mul_pos (mul_pos hK hk) h1])
  exact ⟨hR, Real.sqrt_pos.2 (div_pos (by linarith) hm),
    Real.sqrt_pos.2 (div_pos (by linarith) hm)⟩
```

## From volume to spring to frequency

Differentiating $m\omega_s^2=K+k+sR$ with respect to $k$, and using $dR/dk=(k+K\cos q)/R$, gives

$$\frac{d\omega_s}{dk}=\frac{1+s(k+K\cos q)/R}{2m\omega_s}.$$

Lean builds this derivative in the same order: the radicand, its root $R$, then the outer root.

```lean
/-- The derivative of a branch frequency with respect to the spring constant `k`, wherever the
sublattice coupling and the frequency are positive. -/
theorem freq_hasDerivAt {s m K k q : ℝ} (hR : 0 < splitting K k q)
    (hω : 0 < freq s m K k q) :
    HasDerivAt (fun x => freq s m K x q)
      ((1 + s * (k + K * Real.cos q) / splitting K k q) / (2 * m * freq s m K k q)) k := by
  have h1 : HasDerivAt (fun x : ℝ => K ^ 2 + x ^ 2 + 2 * K * x * Real.cos q)
      (2 * k + 2 * K * Real.cos q) k := by
    have h := (((hasDerivAt_id' k).fun_pow 2).const_add (K ^ 2)).fun_add
      (((hasDerivAt_id' k).const_mul (2 * K)).mul_const (Real.cos q))
    exact h.congr_deriv (by norm_num)
  have h2 := h1.sqrt (Real.sqrt_pos.1 hR).ne'
  have h3 : HasDerivAt (fun x => (K + x + s * splitting K x q) / m)
      ((1 + s * ((2 * k + 2 * K * Real.cos q) / (2 * splitting K k q))) / m) k :=
    (((hasDerivAt_id' k).const_add K).fun_add (h2.const_mul s)).div_const m
  have h4 : HasDerivAt (fun x => freq s m K x q)
      ((1 + s * ((2 * k + 2 * K * Real.cos q) / (2 * splitting K k q))) / m /
        (2 * freq s m K k q)) k := h3.sqrt (Real.sqrt_pos.1 hω).ne'
  exact h4.congr_deriv (by ring)
```

The chain rule with $dk/dV=-2gk/V$, followed by $m\omega_s^2=K+k+sR$, yields

$$\gamma_s=gk\,\frac{1+s(k+K\cos q)/R}{K+k+sR}.$$

In the proof, `comp` is the chain rule and `hE` rewrites the denominator $K+k+sR$ as $m\omega_s^2$.

```lean
/-- Closed form of a mode Grüneisen parameter, for positive mass and volume, wherever the
sublattice coupling and the branch frequency are positive. -/
theorem chainGamma_eq {s m K k₀ g q V : ℝ} (hm : 0 < m) (hV : 0 < V)
    (hR : 0 < splitting K (softSpring k₀ g V) q)
    (hω : 0 < freq s m K (softSpring k₀ g V) q) :
    chainGamma s m K k₀ g q V = g * softSpring k₀ g V *
      (1 + s * (softSpring k₀ g V + K * Real.cos q) / splitting K (softSpring k₀ g V) q) /
      (K + softSpring k₀ g V + s * splitting K (softSpring k₀ g V) q) := by
  have hk : HasDerivAt (softSpring k₀ g) (-2 * g * softSpring k₀ g V / V) V := by
    have h := (Real.hasDerivAt_rpow_const (p := -2 * g) (Or.inl hV.ne')).const_mul k₀
    exact h.congr_deriv (by rw [Real.rpow_sub_one hV.ne', softSpring]; ring)
  -- chain rule: volume changes the spring, the spring changes the frequency
  have hd : deriv (fun W => freq s m K (softSpring k₀ g W) q) V = _ :=
    ((freq_hasDerivAt hR hω).comp V hk).deriv
  have hE : K + softSpring k₀ g V + s * splitting K (softSpring k₀ g V) q =
      m * freq s m K (softSpring k₀ g V) q ^ 2 := by
    rw [freq, Real.sq_sqrt (Real.sqrt_pos.1 hω).le]
    field_simp
  have hVV : V * V⁻¹ = 1 := mul_inv_cancel₀ hV.ne'
  unfold chainGamma grueneisen
  rw [hd, hE]
  linear_combination (g * softSpring k₀ g V *
    (1 + s * (softSpring k₀ g V + K * Real.cos q) / splitting K (softSpring k₀ g V) q) /
    (m * freq s m K (softSpring k₀ g V) q ^ 2)) * hVV
```

The spring $k(V)$ is positive whenever $k_0$ and $V$ are.

```lean
theorem softSpring_pos {k₀ V : ℝ} (hk : 0 < k₀) (hV : 0 < V) (g : ℝ) :
    0 < softSpring k₀ g V := mul_pos hk (Real.rpow_pos_of_pos hV _)
```

## The two parameters add up to g

Over the common denominator,

$$\gamma_++\gamma_-=gk\,\frac{2(K+k)-2(k+K\cos q)}{(K+k)^2-R^2}=\frac{2gKk(1-\cos q)}{2Kk(1-\cos q)}=g.$$

The physical content is visible in the product $\omega_+^2\omega_-^2=2Kk(1-\cos q)/m^2$. It is proportional to $k$, so its logarithmic derivative doesn't depend on $K$.

The algebra in Lean ends with `linear_combination`. This tactic takes known equations with chosen coefficients and checks, by ring arithmetic, that the goal is their combination. Ring arithmetic treats $R^{-1}$ as a separate symbol and doesn't know that $R$ is a square root. It is therefore given `hRR`, which says $RR^{-1}=1$, and `hsq`, which says $R^2=K^2+k^2+2Kk\cos q$. The first has coefficient $-2gk(k+K\cos q)$ and the second $g$. Positivity of $R$ enters through `hRR`.

```lean
/-- Sum rule: for positive mass, springs and volume, the optical and acoustic Grüneisen
parameters at each phase `0 < q < π` add up to `g`. -/
theorem grueneisen_sum_rule {m K k₀ V q : ℝ} (g : ℝ) (hm : 0 < m) (hK : 0 < K)
    (hk₀ : 0 < k₀) (hV : 0 < V) (hq : 0 < q) (hq' : q < Real.pi) :
    chainGamma 1 m K k₀ g q V + chainGamma (-1) m K k₀ g q V = g := by
  have hk := softSpring_pos hk₀ hV g
  obtain ⟨hR, hp, hn⟩ := branches_pos hm hK hk hq hq'
  rw [chainGamma_eq hm hV hR hp, chainGamma_eq hm hV hR hn]
  have hsq := splitting_sq hK hk q
  have h1 : K + softSpring k₀ g V + 1 * splitting K (softSpring k₀ g V) q ≠ 0 := fun h => by
    have h' := Real.sqrt_pos.1 hp
    rw [h, zero_div] at h'
    exact lt_irrefl _ h'
  have h2 : K + softSpring k₀ g V + (-1) * splitting K (softSpring k₀ g V) q ≠ 0 := fun h => by
    have h' := Real.sqrt_pos.1 hn
    rw [h, zero_div] at h'
    exact lt_irrefl _ h'
  have hRR := mul_inv_cancel₀ hR.ne'
  -- over the common denominator (K+k)² - R² the numerator is g times that denominator
  rw [div_add_div _ _ h1 h2, div_eq_iff (mul_ne_zero h1 h2)]
  linear_combination (-2 * g * softSpring k₀ g V *
    (softSpring k₀ g V + K * Real.cos q)) * hRR + g * hsq
```

The condition $q<\pi$ can't be relaxed to $q\le\pi$. Take $K=k_0=V=1$, $g\ne0$ and $q=\pi$. Near this volume the optical frequency is $\sqrt{2\max(K,k)/m}$ and the acoustic one is $\sqrt{2\min(K,k)/m}$. Both have a kink where the springs become equal, so neither branch has a Grüneisen parameter there. Lean's `deriv` assigns zero at a kink, and the formal sum would be $0$ instead of $g$. The kinks come from ordering the modes by frequency. Followed through the crossing, the modes with $\omega^2=2K/m$ and $\omega^2=2k/m$ have the parameters $0$ and $g$, which still add up to $g$.

## The optical mode at the zone centre

At $q=0$ the coupling is $R=K+k$, and the optical frequency is positive.

```lean
theorem zone_centre {m K k : ℝ} (hm : 0 < m) (hK : 0 < K) (hk : 0 < k) :
    splitting K k 0 = K + k ∧ 0 < freq 1 m K k 0 := by
  have h : splitting K k 0 = K + k := by
    rw [splitting, Real.cos_zero,
      show K ^ 2 + k ^ 2 + 2 * K * k * 1 = (K + k) ^ 2 by ring, Real.sqrt_sq (by positivity)]
  refine ⟨h, Real.sqrt_pos.2 ?_⟩
  rw [h]
  positivity
```

The closed form becomes

$$\gamma_+=gk\,\frac{1+1}{2(K+k)}=\frac{gk}{K+k},$$

which is the result for two masses and parallel springs. In this mode the sublattices move against each other, and both springs change length by the same amount, one stretched while the other is compressed.

```lean
/-- At `q = 0` the optical Grüneisen parameter is `g k/(K + k)`, for positive mass, springs
and volume. -/
theorem optical_zone_centre {m K k₀ V : ℝ} (g : ℝ) (hm : 0 < m) (hK : 0 < K)
    (hk₀ : 0 < k₀) (hV : 0 < V) :
    chainGamma 1 m K k₀ g 0 V = g * softSpring k₀ g V / (K + softSpring k₀ g V) := by
  have hk := softSpring_pos hk₀ hV g
  obtain ⟨hs, hω⟩ := zone_centre hm hK hk
  have h : K + softSpring k₀ g V ≠ 0 := by positivity
  have h' : K + softSpring k₀ g V + 1 * (K + softSpring k₀ g V) ≠ 0 := by positivity
  rw [chainGamma_eq hm hV (by rw [hs]; positivity) hω, hs, Real.cos_zero,
    show 1 * (softSpring k₀ g V + K * 1) = K + softSpring k₀ g V by ring, div_self h,
    div_eq_div_iff h' h]
  ring
```

With $r=k/K$ this is $gr/(1+r)$, which tends to zero with $r$. The theorem allows $K$, $k_0$ and $V$ to vary together along any family of chains for which $r\to0$, while $m$ and $g$ stay fixed. The filter `l` specifies the limiting process, so stiffening $K$ and softening $k$ are both included.

```lean
/-- For a fixed positive mass and a fixed `g`, along any family of chains with positive springs and
volumes for which `k/K → 0`, the optical Grüneisen parameter at `q = 0` tends to zero. -/
theorem optical_stiff_limit {ι : Type*} {l : Filter ι} {K k₀ V : ι → ℝ} {m : ℝ} (g : ℝ)
    (hm : 0 < m) (hK : ∀ i, 0 < K i) (hk₀ : ∀ i, 0 < k₀ i) (hV : ∀ i, 0 < V i)
    (h : Tendsto (fun i => softSpring (k₀ i) g (V i) / K i) l (𝓝 0)) :
    Tendsto (fun i => chainGamma 1 m (K i) (k₀ i) g 0 (V i)) l (𝓝 0) := by
  have h2 := (h.const_mul g).div (h.const_add 1) (by norm_num)
  rw [mul_zero, zero_div] at h2
  refine h2.congr fun i => ?_
  have hKi := hK i
  have hki := softSpring_pos (hk₀ i) (hV i) g
  rw [optical_zone_centre g hm hKi (hk₀ i) (hV i)]
  change g * (softSpring (k₀ i) g (V i) / K i) / (1 + softSpring (k₀ i) g (V i) / K i) = _
  field_simp
```

In the quasi-harmonic approximation, each phonon mode contributes to thermal expansion in proportion to the product of its Grüneisen parameter and its heat capacity. In this chain the first factor tends to zero for the zone-centre optical mode as the bonds stiffen at fixed $k$.

## The acoustic mode at long wavelength

At $q=0$ the acoustic frequency vanishes and its Grüneisen parameter is undefined, but the limit from $q>0$ exists:

$$\lim_{q\to0^+}\gamma_-=g-\frac{gk}{K+k}=\frac{gK}{K+k}.$$

Long acoustic waves stretch the springs in series, with effective stiffness $Kk/(K+k)$, so the softer spring dominates the stiffness. When that is the contact, $k\ll K$, the limit is close to $g$.

Lean follows the subtraction. `hF` states that $g$ minus the optical closed form is continuous at $q=0$. For $0<q<\pi$ the sum rule identifies this expression with the acoustic parameter, and `hlim.congr'` transfers the limit.

```lean
/-- In the long-wave limit `q → 0⁺` the acoustic Grüneisen parameter tends to `g K/(K + k)`,
for positive mass, springs and volume. -/
theorem acoustic_long_wave {m K k₀ V : ℝ} (g : ℝ) (hm : 0 < m) (hK : 0 < K)
    (hk₀ : 0 < k₀) (hV : 0 < V) :
    Tendsto (fun q => chainGamma (-1) m K k₀ g q V) (𝓝[>] 0)
      (𝓝 (g * K / (K + softSpring k₀ g V))) := by
  have hk := softSpring_pos hk₀ hV g
  obtain ⟨hs, hω⟩ := zone_centre hm hK hk
  have hR : 0 < splitting K (softSpring k₀ g V) 0 := by rw [hs]; positivity
  have hcont : Continuous (fun q => splitting K (softSpring k₀ g V) q) := by
    unfold splitting; fun_prop
  -- the optical closed form is continuous at the zone centre
  have hF : ContinuousAt (fun q => g - g * softSpring k₀ g V *
      (1 + 1 * (softSpring k₀ g V + K * Real.cos q) / splitting K (softSpring k₀ g V) q) /
      (K + softSpring k₀ g V + 1 * splitting K (softSpring k₀ g V) q)) 0 :=
    continuousAt_const.sub (ContinuousAt.div (continuousAt_const.mul
      (continuousAt_const.add (ContinuousAt.div (by fun_prop) hcont.continuousAt hR.ne')))
      (by fun_prop) (by positivity))
  have hlim := hF.tendsto.mono_left (nhdsWithin_le_nhds (s := Set.Ioi 0))
  rw [← chainGamma_eq hm hV hR hω, optical_zone_centre g hm hK hk₀ hV] at hlim
  have h : K + softSpring k₀ g V ≠ 0 := by positivity
  have hval : g - g * softSpring k₀ g V / (K + softSpring k₀ g V) =
      g * K / (K + softSpring k₀ g V) := by
    rw [eq_div_iff h, sub_mul, div_mul_cancel₀ _ h]; ring
  rw [hval] at hlim
  -- inside the zone the sum rule turns it into the acoustic parameter
  refine hlim.congr' ?_
  filter_upwards [Ioo_mem_nhdsGT Real.pi_pos] with q hq
  obtain ⟨hRq, hp, _⟩ := branches_pos hm hK hk hq.1 hq.2
  rw [← chainGamma_eq hm hV hRq hp]
  linarith [grueneisen_sum_rule g hm hK hk₀ hV hq.1 hq.2]

end

end AlternatingChainGrueneisen
```

```lean
#print axioms AlternatingChainGrueneisen.secular_determinant
#print axioms AlternatingChainGrueneisen.grueneisen_sum_rule
#print axioms AlternatingChainGrueneisen.optical_stiff_limit
#print axioms AlternatingChainGrueneisen.acoustic_long_wave
```

```
'AlternatingChainGrueneisen.secular_determinant' depends on axioms: [propext, Classical.choice, Quot.sound]
'AlternatingChainGrueneisen.grueneisen_sum_rule' depends on axioms: [propext, Classical.choice, Quot.sound]
'AlternatingChainGrueneisen.optical_stiff_limit' depends on axioms: [propext, Classical.choice, Quot.sound]
'AlternatingChainGrueneisen.acoustic_long_wave' depends on axioms: [propext, Classical.choice, Quot.sound]
```
